# Free-electron plasmon decay: a single electron–hole pair can take up energy $w$ only from the critical momentum $Q$ upwards

A long-wavelength plasmon in a three-dimensional electron gas carries a sizeable energy but little momentum. One way for it to decay is to give both to a single electron, which leaves the Fermi sphere and creates an electron–hole pair. An electron that gains little momentum can gain only a limited amount of energy, however, so the conservation laws may leave no suitable electron. At which plasmon momentum does this decay channel open?

Take free electrons at zero temperature, in atomic units, with every momentum of magnitude at most $k_F$ occupied and every larger one empty. Let the plasmon have momentum $q$ and energy $w>0$. The channel opens at

$$Q=\sqrt{k_F^2+2w}-k_F .$$

Below $Q$ every occupied electron gains less than $w$ when it absorbs $q$. In three dimensions the channel stays open up to $\|q\|=\sqrt{k_F^2+2w}+k_F$ and is closed beyond that.

For the homogeneous electron gas the Kohn–Sham electrons are free, so these pairs are the single-particle excitations that enter its Kohn–Sham response in time-dependent density functional theory. The plasmon energy is an input here and is not computed from that response.

## Momenta, pair energy and critical momentum

Most of the argument uses only lengths and scalar products. It is therefore carried out in an arbitrary real inner product space `V`, in any dimension.

```lean
import Mathlib

open scoped InnerProductSpace

namespace PlasmonPairDecay

noncomputable section

variable {V : Type*} [NormedAddCommGroup V] [InnerProductSpace ℝ V]
```

The final theorem needs room for a direction perpendicular to $q$, and is stated in ordinary three-dimensional momentum space.

```lean
/-- Three-dimensional momentum space. -/
abbrev Momentum := EuclideanSpace ℝ (Fin 3)
```

Lifting an electron from $k$ to $k+q$ changes its kinetic energy by

$$\varepsilon(k,q)=\frac{\|k+q\|^2-\|k\|^2}{2}.$$

This is `pairEnergy k q`. The factor $1/2$ reflects atomic units, in which $\hbar$ and the electron mass are 1. Spin plays no role, because the energy does not depend on it.

```lean
/-- Energy needed to lift a free electron from momentum `k` to `k + q`, in atomic units. -/
def pairEnergy (k q : V) : ℝ := (‖k + q‖ ^ 2 - ‖k‖ ^ 2) / 2
```

The critical momentum is a function of two real numbers, the Fermi momentum `kF` and the energy `w`. Conditions on their signs appear in the theorems that need them.

```lean
/-- The critical momentum `Q = √(kF² + 2w) - kF` for Fermi momentum `kF` and energy `w`. -/
def criticalMomentum (kF w : ℝ) : ℝ := √(kF ^ 2 + 2 * w) - kF
```

## The largest energy an occupied electron can gain

Expanding the square gives $\|k+q\|^2=\|k\|^2+2\,k\cdot q+\|q\|^2$, and hence

$$\varepsilon(k,q)=k\cdot q+\frac{\|q\|^2}{2}.$$

The first term depends on how the electron was already moving, while the second is the energy that an electron at rest would gain. In Lean the scalar product is written `⟪k, q⟫_ℝ`. The proof inserts the expansion of the norm and leaves the remaining algebra to `ring`.

```lean
/-- The pair energy is the sum of a Doppler term `k · q` and the recoil energy `q² / 2`. -/
theorem pairEnergy_eq (k q : V) : pairEnergy k q = ⟪k, q⟫_ℝ + ‖q‖ ^ 2 / 2 := by
  unfold pairEnergy
  rw [norm_add_sq_real]
  ring
```

By the Cauchy–Schwarz inequality, $k\cdot q\le\|k\|\,\|q\|$. For an occupied electron $\|k\|\le k_F$, so

$$\varepsilon(k,q)\le k_F\|q\|+\frac{\|q\|^2}{2}.$$

In the proof, `h1` is Cauchy–Schwarz and `h2` is the bound on $\|k\|$ multiplied by $\|q\|\ge 0$.

```lean
/-- An electron from inside the Fermi sphere that absorbs momentum `q` gains at most
the energy `kF q + q² / 2`. -/
theorem pairEnergy_le {kF : ℝ} {k q : V} (hk : ‖k‖ ≤ kF) :
    pairEnergy k q ≤ kF * ‖q‖ + ‖q‖ ^ 2 / 2 := by
  rw [pairEnergy_eq]
  have h1 := real_inner_le_norm k q
  have h2 := mul_le_mul_of_nonneg_right hk (norm_nonneg q)
  linarith
```

Decay also requires an empty final state. If $\varepsilon(k,q)>0$, then $\|k+q\|^2>\|k\|^2$, and since norms are non-negative, $\|k+q\|>\|k\|$. An electron that starts on the Fermi surface and gains energy therefore always ends outside the sphere.

```lean
omit [InnerProductSpace ℝ V] in
/-- An excitation of positive energy increases the magnitude of the electron's momentum. -/
theorem norm_lt_of_pairEnergy_pos {k q : V} (h : 0 < pairEnergy k q) : ‖k‖ < ‖k + q‖ := by
  unfold pairEnergy at h
  exact lt_of_pow_lt_pow_left₀ 2 (norm_nonneg _) (by linarith)
```

## No pair below the critical momentum

The critical momentum is the point at which the largest possible gain equals $w$. To see this, write $s=\sqrt{k_F^2+2w}$, so that $Q=s-k_F$. Since $w>0$, we have $k_F^2<s^2$, hence $s>k_F$ and $Q>0$. Moreover,

$$k_FQ+\frac{Q^2}{2}=k_Fs-k_F^2+\frac{s^2-2k_Fs+k_F^2}{2}=\frac{s^2-k_F^2}{2}=w .$$

The lemma states both facts. In its proof `hs` is the identity $s^2=k_F^2+2w$, and half of it gives the equation for $Q$.

```lean
/-- The critical momentum is positive and solves `kF Q + Q² / 2 = w`. -/
theorem criticalMomentum_spec {kF w : ℝ} (hw : 0 < w) :
    0 < criticalMomentum kF w ∧
      kF * criticalMomentum kF w + criticalMomentum kF w ^ 2 / 2 = w := by
  have hs := Real.sq_sqrt (show 0 ≤ kF ^ 2 + 2 * w by positivity)
  have hlt : kF < √(kF ^ 2 + 2 * w) := Real.lt_sqrt_of_sq_lt (by linarith)
  unfold criticalMomentum
  constructor
  · linarith
  · linear_combination hs / 2
```

Now let $\|q\|<Q$ and $\|k\|\le k_F$. Then $k_F\|q\|\le k_FQ$ and $\|q\|^2<Q^2$, so

$$\varepsilon(k,q)\le k_F\|q\|+\frac{\|q\|^2}{2}<k_FQ+\frac{Q^2}{2}=w .$$

The strict inequality comes from the quadratic term, so it also holds for $k_F=0$, when the sphere has shrunk to a point. The two products passed to `nlinarith` are these two comparisons.

The theorem says that every occupied electron gains strictly less than $w$, so none of them can satisfy energy conservation. The requirement of an empty final state is not used: below $Q$ the energy cannot be matched even if occupied final states are allowed.

```lean
/-- Below the critical momentum every excitation out of the Fermi sphere costs less
than `w`. -/
theorem pairEnergy_lt_of_lt_critical {kF w : ℝ} {k q : V} (hw : 0 < w)
    (hk : ‖k‖ ≤ kF) (hq : ‖q‖ < criticalMomentum kF w) : pairEnergy k q < w := by
  have hF : 0 ≤ kF := (norm_nonneg k).trans hk
  obtain ⟨_, he⟩ := criticalMomentum_spec (kF := kF) hw
  have h := pairEnergy_le (q := q) hk
  nlinarith [mul_le_mul_of_nonneg_left hq.le hF, mul_self_lt_mul_self (norm_nonneg q) hq]
```

## The one momentum that matches at threshold

Let $\|q\|=Q$ and suppose that an occupied electron satisfies $\varepsilon(k,q)=w$. Comparing

$$k\cdot q+\frac{\|q\|^2}{2}=w=k_F\|q\|+\frac{\|q\|^2}{2}$$

gives $k\cdot q=k_F\|q\|$, the largest value that the scalar product can take. The momentum of length $k_F$ along $q$ is $(k_F/\|q\|)\,q$, and the squared distance of $k$ from it is

$$\Big\|k-\frac{k_F}{\|q\|}q\Big\|^2=\|k\|^2-2\,\frac{k_F}{\|q\|}\,k\cdot q+k_F^2=\|k\|^2-k_F^2\le 0 .$$

A squared distance cannot be negative, so it vanishes and $k=(k_F/\|q\|)\,q$. Conversely, this $k$ has $k\cdot q=k_F\|q\|$ and therefore pair energy $w$.

The theorem is an equivalence for occupied $k$: energy is conserved exactly when $k$ is this one vector. Electrons are labelled here by momentum alone; in an unpolarised gas two electrons of opposite spin share this momentum. In the first half of the proof, `hi` is the value of the scalar product, `hn` the formula for the squared distance and `h0` its upper bound. The second half substitutes the vector into the pair energy.

```lean
/-- At the critical momentum the only electron in the Fermi sphere that can absorb
momentum `q` and energy `w` is the one with momentum `kF` along `q`. -/
theorem threshold_pair_iff {kF w : ℝ} {k q : V} (hw : 0 < w)
    (hk : ‖k‖ ≤ kF) (hq : ‖q‖ = criticalMomentum kF w) :
    pairEnergy k q = w ↔ k = (kF / ‖q‖) • q := by
  have hF : 0 ≤ kF := (norm_nonneg k).trans hk
  obtain ⟨hQ, he⟩ := criticalMomentum_spec (kF := kF) hw
  rw [← hq] at hQ he
  have hc : kF / ‖q‖ * ‖q‖ = kF := div_mul_cancel₀ _ hQ.ne'
  rw [pairEnergy_eq]
  constructor
  · intro h
    -- Cauchy-Schwarz is saturated, so the distance to the collinear vector vanishes.
    have hi : ⟪k, q⟫_ℝ = kF * ‖q‖ := by linarith
    have hn : ‖k - (kF / ‖q‖) • q‖ ^ 2 = ‖k‖ ^ 2 - kF ^ 2 := by
      rw [norm_sub_sq_real, inner_smul_right, norm_smul,
        Real.norm_of_nonneg (div_nonneg hF hQ.le), hi, hc]
      linear_combination (-2 * kF) * hc
    have h0 : ‖k - (kF / ‖q‖) • q‖ ^ 2 ≤ 0 := by
      have := pow_le_pow_left₀ (norm_nonneg k) hk 2
      linarith
    have h1 := (pow_eq_zero_iff two_ne_zero).1 (le_antisymm h0 (sq_nonneg _))
    exact sub_eq_zero.1 (norm_eq_zero.1 h1)
  · intro h
    rw [h, real_inner_smul_left, real_inner_self_eq_norm_sq]
    linear_combination he + ‖q‖ * hc
```

This electron sits on the Fermi surface, because $\|(k_F/\|q\|)\,q\|=k_F$. It gains the positive energy $w$, so it ends outside the sphere, in an empty state. The next theorem collects these properties in an existence statement: for $k_F\ge0$, $w>0$ and $\|q\|=Q$, some $k$ has $\|k\|=k_F$, $\|k+q\|>k_F$ and $\varepsilon(k,q)=w$. An allowed pair thus exists already at $Q$ itself, but only for the single initial momentum $k=(k_F/\|q\|)\,q$.

```lean
/-- At the critical momentum an electron on the Fermi surface can absorb momentum `q` and
energy `w` and end outside the Fermi sphere. -/
theorem exists_pair_at_critical {kF w : ℝ} {q : V} (hF : 0 ≤ kF) (hw : 0 < w)
    (hq : ‖q‖ = criticalMomentum kF w) :
    ∃ k : V, ‖k‖ = kF ∧ kF < ‖k + q‖ ∧ pairEnergy k q = w := by
  have hQ : 0 < ‖q‖ := by
    rw [hq]
    exact (criticalMomentum_spec hw).1
  have hn : ‖(kF / ‖q‖) • q‖ = kF := by
    rw [norm_smul, Real.norm_of_nonneg (div_nonneg hF hQ.le), div_mul_cancel₀ _ hQ.ne']
  have hE := (threshold_pair_iff hw hn.le hq).2 rfl
  exact ⟨_, hn, hn.symm.trans_lt (norm_lt_of_pairEnergy_pos (hw.trans_eq hE.symm)), hE⟩
```

## A direction perpendicular to $q$

Above threshold the matching electron need not move along $q$. Energy conservation fixes only the component of $k$ along $q$, and a perpendicular component can be added without changing the pair energy. In three dimensions a perpendicular unit vector always exists. With components numbered $q_0,q_1,q_2$ as in Lean, take

$$v=(1,0,0)\ \text{ if } q_0=0,\qquad v=(-q_1,q_0,0)\ \text{ if } q_0\neq0 .$$

In both cases $v\ne0$ and $q\cdot v=0$, and $e=v/\|v\|$ is the required unit vector. The proof follows the same two cases and then normalises.

```lean
/-- Every momentum in three dimensions has a unit vector transverse to it. -/
theorem exists_transverse (q : Momentum) : ∃ e : Momentum, ‖e‖ = 1 ∧ ⟪q, e⟫_ℝ = 0 := by
  have hv : ∃ v : Momentum, v ≠ 0 ∧ ⟪q, v⟫_ℝ = 0 := by
    by_cases h : q 0 = 0
    · refine ⟨!₂[1, 0, 0], fun hv => ?_, ?_⟩
      · have := congrArg (fun v : Momentum => v 0) hv
        simp at this
      · simp [PiLp.inner_apply, Fin.sum_univ_three, h]
    · refine ⟨!₂[-q 1, q 0, 0], fun hv => ?_, ?_⟩
      · have := congrArg (fun v : Momentum => v 1) hv
        exact h (by simpa using this)
      · simp [PiLp.inner_apply, Fin.sum_univ_three]
        ring
  obtain ⟨v, hv, h⟩ := hv
  refine ⟨‖v‖⁻¹ • v, ?_, by rw [inner_smul_right, h, mul_zero]⟩
  rw [norm_smul, norm_inv, norm_norm, inv_mul_cancel₀ (norm_ne_zero_iff.2 hv)]
```

## The full momentum window

The main theorem fixes $w>0$ and any momentum $q$ in three dimensions. It says that there is a $k$ with

$$\|k\|\le k_F,\qquad \|k+q\|>k_F,\qquad \varepsilon(k,q)=w$$

if and only if

$$Q\le\|q\|\le\sqrt{k_F^2+2w}+k_F .$$

The three conditions on $k$ are an occupied initial state, an empty final state and conservation of energy. Conservation of momentum is built in, since the electron goes from $k$ to $k+q$.

**A pair exists, so $q$ lies in the window.** The lower edge is the strict bound already shown: if $\|q\|<Q$, the pair energy would be less than $w$. For the upper edge, energy conservation gives $\|k+q\|^2=\|k\|^2+2w\le k_F^2+2w=s^2$. The triangle inequality then yields

$$\|q\|=\|(k+q)-k\|\le\|k+q\|+\|k\|\le s+k_F .$$

In the code these steps are `h3` and `h1`.

**The momentum lies in the window, so a pair exists.** The window can only be non-empty if $k_F\ge0$, and $\|q\|\ge Q>0$. Choose the number $t$ by

$$t\|q\|^2=w-\frac{\|q\|^2}{2},$$

so that a vector with component $tq$ along $q$ has pair energy $w$. This component must fit into the Fermi sphere, which means $|t|\,\|q\|\le k_F$. Both bounds follow from the edges of the window:

- From $s\le\|q\|+k_F$, squaring gives $2w\le\|q\|^2+2k_F\|q\|$, that is $t\|q\|^2\le k_F\|q\|$.
- From $-s\le\|q\|-k_F\le s$, squaring gives $\|q\|^2-2k_F\|q\|\le 2w$, that is $t\|q\|^2\ge-k_F\|q\|$.

Dividing by $\|q\|$ gives the claim. These squared inequalities are `ha` and `hb`, and `hle` is the resulting bound on the component.

There is now a real $r$ with $r^2=k_F^2-t^2\|q\|^2$. Put $k=tq+re$. Since $e$ is a unit vector perpendicular to $q$,

$$\|k\|^2=t^2\|q\|^2+r^2=k_F^2,\qquad \varepsilon(k,q)=t\|q\|^2+\frac{\|q\|^2}{2}=w .$$

The electron starts on the Fermi surface and gains positive energy, so its final state is empty. In the code `hk` places $k$ on the surface and `hE` is the energy balance.

```lean
/-- A plasmon of momentum `q` and energy `w` can decay into a single Pauli-allowed pair
exactly when `Q ≤ ‖q‖ ≤ √(kF² + 2w) + kF`. -/
theorem plasmon_decay_iff {kF w : ℝ} (hw : 0 < w) (q : Momentum) :
    (∃ k : Momentum, ‖k‖ ≤ kF ∧ kF < ‖k + q‖ ∧ pairEnergy k q = w) ↔
      criticalMomentum kF w ≤ ‖q‖ ∧ ‖q‖ ≤ √(kF ^ 2 + 2 * w) + kF := by
  constructor
  · rintro ⟨k, hk, _, hE⟩
    refine ⟨le_of_not_gt fun h => (pairEnergy_lt_of_lt_critical hw hk h).ne hE, ?_⟩
    have h1 : ‖q‖ ≤ ‖k + q‖ + ‖k‖ := by simpa using norm_sub_le (k + q) k
    have h2 := pow_le_pow_left₀ (norm_nonneg k) hk 2
    unfold pairEnergy at hE
    have h3 : ‖k + q‖ ≤ √(kF ^ 2 + 2 * w) :=
      (le_abs_self _).trans (Real.abs_le_sqrt (by linarith))
    linarith
  · rintro ⟨h1, h2⟩
    have hQ := (criticalMomentum_spec (kF := kF) hw).1
    have hn : 0 < ‖q‖ := hQ.trans_le h1
    unfold criticalMomentum at h1 hQ
    have hF : 0 ≤ kF := by linarith
    have hs := Real.sq_sqrt (show 0 ≤ kF ^ 2 + 2 * w by positivity)
    have ha := pow_le_pow_left₀ (Real.sqrt_nonneg (kF ^ 2 + 2 * w))
      (show √(kF ^ 2 + 2 * w) ≤ ‖q‖ + kF by linarith) 2
    have hb : (‖q‖ - kF) ^ 2 ≤ √(kF ^ 2 + 2 * w) ^ 2 :=
      sq_le_sq' (by linarith) (by linarith)
    -- The component of `k` along `q` is fixed by energy conservation.
    obtain ⟨t, ht⟩ : ∃ t : ℝ, t * ‖q‖ ^ 2 = w - ‖q‖ ^ 2 / 2 :=
      ⟨_, div_mul_cancel₀ _ (pow_pos hn 2).ne'⟩
    have hle : (t * ‖q‖) ^ 2 ≤ kF ^ 2 :=
      sq_le_sq' (le_of_mul_le_mul_right (by nlinarith) hn)
        (le_of_mul_le_mul_right (by nlinarith) hn)
    -- A transverse component places `k` on the Fermi surface.
    obtain ⟨r, hr⟩ : ∃ r : ℝ, r ^ 2 = kF ^ 2 - (t * ‖q‖) ^ 2 :=
      ⟨_, Real.sq_sqrt (sub_nonneg.2 hle)⟩
    obtain ⟨e, he1, he0⟩ := exists_transverse q
    have he0' : ⟪e, q⟫_ℝ = 0 := by
      rw [real_inner_comm]
      exact he0
    have hk2 : ‖t • q + r • e‖ ^ 2 = kF ^ 2 := by
      rw [norm_add_sq_real, real_inner_smul_left, inner_smul_right, he0]
      simp only [norm_smul, mul_pow, Real.norm_eq_abs, sq_abs, he1]
      linear_combination hr
    have hk : ‖t • q + r • e‖ = kF := (sq_eq_sq₀ (norm_nonneg _) hF).1 hk2
    have hE : pairEnergy (t • q + r • e) q = w := by
      rw [pairEnergy_eq, inner_add_left, real_inner_smul_left, real_inner_smul_left,
        real_inner_self_eq_norm_sq, he0']
      linear_combination ht
    exact ⟨_, hk.le,
      hk.symm.trans_lt (norm_lt_of_pairEnergy_pos (hw.trans_eq hE.symm)), hE⟩

end

end PlasmonPairDecay
```

## Zero energy, and the limits of the model

The condition $w>0$ is needed for the equivalence. Take $k_F=1$, $w=0$ and $\|q\|=1$. The window is then $0\le\|q\|\le2$ and contains $q$, but a pair of zero energy has $\|k+q\|=\|k\|\le1$, so its final state is occupied. No allowed pair exists, although the inequalities hold.

The plasmon enters only through the two numbers $\|q\|$ and $w$ and the direction of $q$. For a plasmon whose energy varies with momentum, the theorem applies at each $q$ separately, with $w$ set to the energy at that $q$, and $Q$ then changes along the dispersion curve.

The result decides whether a single free-electron pair can conserve momentum and energy. It gives no decay rate, and it leaves open decay into several pairs, thermal occupation and the effect of a crystal lattice. A plasmon below $Q$ is therefore protected from this one channel, not necessarily from all damping.

```lean
#print axioms PlasmonPairDecay.exists_pair_at_critical
-- 'PlasmonPairDecay.exists_pair_at_critical' depends on axioms: [propext, Classical.choice, Quot.sound]
#print axioms PlasmonPairDecay.plasmon_decay_iff
-- 'PlasmonPairDecay.plasmon_decay_iff' depends on axioms: [propext, Classical.choice, Quot.sound]
```
